# Fewest switches: the least trajectory weight that must hop equals the total population loss

Take an ensemble of surface-hopping trajectories on two electronic states. In one time step the electronic populations change from $(p, 1-p)$ to $(q, 1-q)$, with $q \le p$, and the fractions of trajectories on the two states are to change in the same way. How few trajectories can switch state?

Let $a$ be the weight that stays in state 1. Then $p-a$ hops from 1 to 2. State 1 must end with weight $q$, so $q-a$ hops from 2 to 1. The switched weight is $(p-a)+(q-a)=p+q-2a$. Since $q-a$ cannot be negative, $a\le q$, and the switched weight is at least $p-q$. The choice $a=q$ reaches this value: $p-q$ hops from 1, which loses population, to 2, which gains it, nothing hops back, and $1-p$ stays in state 2. Any further hop from 1 to 2 has to be paid for by a hop from 2 to 1.

## Any finite number of states

Let $P_i$ and $Q_i$ be the current and next populations of state $i$, nonnegative and with equal totals. Let $T_{ij}\ge 0$ be the weight of trajectories that start the step in $i$ and end it in $j$, so that

$$\sum_j T_{ij}=P_i,\qquad \sum_i T_{ij}=Q_j .$$

Write $L_i=\max(P_i-Q_i,0)$ for the loss of state $i$, $G_i=\max(Q_i-P_i,0)$ for its gain, and $m_i=\min(P_i,Q_i)$. The claim is that the least possible off-diagonal total of $T$ is $\sum_i L_i$.

**Lower bound.** By the row sum, the weight leaving $i$ is $P_i-T_{ii}$. The entry $T_{ii}$ is one nonnegative term of the column sum $Q_i$, so $T_{ii}\le Q_i$ and the weight leaving is at least $P_i-Q_i$. It is also at least $0$, hence at least $L_i$. Summing over $i$ gives the bound. Because the inequality holds state by state, the totals agree exactly when every state sends out precisely $L_i$.

**Attainment.** We have $L_i+m_i=P_i$ and $G_i+m_i=Q_i$. Summing both and using equal totals gives $\sum_i L_i=\sum_i G_i=:D$. If $D=0$, all losses and gains vanish and $P=Q$. The diagonal matrix $T_{ij}=m_i\,\delta_{ij}$, which leaves every trajectory where it is, is then a valid choice and attains the bound zero. If $D>0$, put

$$T_{ij}=m_i\,\delta_{ij}+\frac{L_iG_j}{D}.$$

All entries are nonnegative. Row $i$ sums to $m_i+L_iD/D=P_i$, and column $j$ sums to $m_j+G_jD/D=Q_j$. No state both loses and gains, so $L_iG_i=0$ and $T_{ii}=m_i$. The weight leaving $i$ is therefore $P_i-m_i=L_i$, and the bound is attained.

**Two consequences.** If $P_i\le Q_i$, then $L_i=0$, so in an optimal transfer nothing leaves $i$. Moreover $|P_i-Q_i|=L_i+G_i$, so the minimum equals $\tfrac12\sum_i|P_i-Q_i|$.

## Four states in numbers

Let $P=(0.5,\,0.3,\,0.1,\,0.1)$ and $Q=(0.2,\,0.2,\,0.3,\,0.3)$. The losses are $(0.3,\,0.1,\,0,\,0)$, the gains are $(0,\,0,\,0.2,\,0.2)$, and $D=0.4$. The construction gives

$$T=\begin{pmatrix}0.2&0&0.15&0.15\\0&0.2&0.05&0.05\\0&0&0.1&0\\0&0&0&0.1\end{pmatrix}.$$

The off-diagonal total is $0.4$. A trajectory in state 1 hops to state 3 with probability $0.15/0.5=0.3$. The optimal matrix is not unique: replacing the four hopping entries by $0.2,\,0.1$ in the first row and $0,\,0.1$ in the second leaves all row and column sums and the total unchanged.

## Net population change and pairwise flux

The usual fewest-switches algorithm takes its hopping probabilities from the population flux between each pair of states, whereas the bound here sees only the net change of each population. Suppose weight $a>0$ flows from state 1 to state 2 while the same weight flows from 2 to 3. The pairwise rule switches $2a$, but the populations alone require only $a$. This comparison is an informal one, since the pairwise rule is not defined in the code below.

For a surface-hopping simulation, the result gives a floor for the switched weight in a single step with prescribed populations on finitely many states. The step from this model to a real ensemble is the assumption that the trajectory fractions do follow $P$ and $Q$. Hops rejected for lack of kinetic energy, or electronic amplitudes that differ between trajectories, can break it.

## Losses and conserved population

The electronic states are the elements of a type `ι`, which is made finite once sums are needed.

```lean
import Mathlib

open Finset

namespace FewestSwitches

noncomputable section

variable {ι : Type*}
```

The populations are real-valued functions on `ι`. The letter `P` stands for populations here, not for nuclear momenta.

```lean
/-- The population lost by state `i` when the populations change from `P` to `Q`;
it is zero if the population of `i` does not fall. -/
def loss (P Q : ι → ℝ) (i : ι) : ℝ := max (P i - Q i) 0
```

Thus `loss P Q i` is $L_i$. The gain $G_i$ needs no definition of its own: it is `loss Q P i`, with the arguments exchanged.

```lean
/-- The current population of a state is its loss plus the smaller of its current and
next populations. -/
theorem loss_add_min (P Q : ι → ℝ) (i : ι) : loss P Q i + min (P i) (Q i) = P i := by
  unfold loss
  rcases le_total (P i) (Q i) with h | h
  · rw [max_eq_right (by linarith), min_eq_left h]; ring
  · rw [max_eq_left (by linarith), min_eq_right h]; ring
```

This is $L_i+m_i=P_i$, proved by comparing $P_i$ with $Q_i$. In each case the maximum and the minimum take known values.

```lean
variable [Fintype ι]

/-- If the total population is conserved, the total loss equals the total gain. -/
theorem sum_loss_comm {P Q : ι → ℝ} (h : ∑ i, P i = ∑ i, Q i) :
    ∑ i, loss P Q i = ∑ i, loss Q P i := by
  have h1 : ∑ i, (loss P Q i + min (P i) (Q i)) = ∑ i, P i :=
    sum_congr rfl fun i _ => loss_add_min P Q i
  have h2 : ∑ i, (loss Q P i + min (P i) (Q i)) = ∑ i, Q i :=
    sum_congr rfl fun i _ => by rw [min_comm]; exact loss_add_min Q P i
  rw [sum_add_distrib] at h1 h2
  linarith
```

The hypothesis `h` expresses conservation of the total population, which for normalised electronic amplitudes is conservation of the norm. The proof sums the previous identity for $(P,Q)$ and for $(Q,P)$. The sum of the minima is common to both and cancels.

## Transfers and their switched weight

```lean
/-- `T i j` is the weight of trajectories taken from state `i` to state `j`: it is
nonnegative, its row sums are the current populations `P` and its column sums are the
next populations `Q`. -/
structure IsTransfer (P Q : ι → ℝ) (T : ι → ι → ℝ) : Prop where
  nonneg : ∀ i j, 0 ≤ T i j
  row : ∀ i, ∑ j, T i j = P i
  col : ∀ j, ∑ i, T i j = Q j
```

The first index is the starting state and the second the final state. The matrix is a table of weights and has nothing to do with the transfer matrix of statistical mechanics. It records only where a trajectory begins and ends the step, so an excursion that returns within the step counts as staying. The totals of `P` and `Q` need not be 1, but a transfer can exist only if they are equal, since both are the sum of all entries of `T`.

```lean
variable [DecidableEq ι]

/-- The weight of trajectories that hop from state `i` to any other state. -/
def hopsFrom (T : ι → ι → ℝ) (i : ι) : ℝ := ∑ j ∈ univ.erase i, T i j
```

The set `univ.erase i` contains every state except `i`, so `hopsFrom T i` is row `i` without its diagonal entry.

```lean
/-- The total weight of trajectories that switch state, the off-diagonal total of `T`. -/
def switched (T : ι → ι → ℝ) : ℝ := ∑ i, hopsFrom T i
```

This is the quantity to be minimised.

```lean
/-- For nonnegative populations `P` and `Q` with equal totals, this is the transfer that keeps
`min (P i) (Q i)` in each state and shares the losses among the gaining states in proportion to
their gains. The quotient is meant for a nonzero total loss; if no state loses population, its
numerator vanishes and only the first term is left. -/
def proportionalTransfer (P Q : ι → ℝ) (i j : ι) : ℝ :=
  (if i = j then min (P i) (Q i) else 0) + loss P Q i * loss Q P j / ∑ k, loss P Q k
```

This is the matrix constructed above, with the denominator $D$ written as the total loss. For $D=0$ Lean evaluates the quotient as zero, which leaves the diagonal matrix of the hand derivation.

## The lower bound, state by state

```lean
/-- In a transfer from `P` to `Q`, the weight hopping out of a state is its current
population minus the weight that stays. -/
theorem hopsFrom_eq {P Q : ι → ℝ} {T : ι → ι → ℝ} (hT : IsTransfer P Q T) (i : ι) :
    hopsFrom T i = P i - T i i := by
  have h := Finset.add_sum_erase univ (T i) (mem_univ i)
  have hr := hT.row i
  unfold hopsFrom
  linarith
```

The row sum is split into its diagonal entry and the rest, and the row condition replaces the full sum by $P_i$.

```lean
/-- In a transfer from `P` to `Q`, at least the population lost by a state must hop out
of it. -/
theorem loss_le_hopsFrom {P Q : ι → ℝ} {T : ι → ι → ℝ} (hT : IsTransfer P Q T) (i : ι) :
    loss P Q i ≤ hopsFrom T i := by
  -- what stays in `i` is part of the next population of `i`
  have hq : T i i ≤ Q i := by
    rw [← hT.col i]
    exact Finset.single_le_sum (f := fun k => T k i) (fun k _ => hT.nonneg k i) (mem_univ i)
  have hp : 0 ≤ hopsFrom T i := Finset.sum_nonneg fun j _ => hT.nonneg i j
  refine max_le ?_ hp
  rw [hopsFrom_eq hT i]
  linarith
```

Here `hq` is $T_{ii}\le Q_i$, obtained because a single nonnegative term cannot exceed the column sum, and `hp` says that the outgoing weight is nonnegative. The lemma `max_le` combines the two lower bounds into one by the maximum.

```lean
/-- Fewest-switches bound: every transfer from `P` to `Q` switches at least the total
population loss. -/
theorem sum_loss_le_switched {P Q : ι → ℝ} {T : ι → ι → ℝ} (hT : IsTransfer P Q T) :
    ∑ i, loss P Q i ≤ switched T :=
  Finset.sum_le_sum fun i _ => loss_le_hopsFrom hT i
```

Summing over the states gives the bound for every transfer. Nonnegative populations and equal totals are not listed as hypotheses because `hT` already implies both.

```lean
/-- A transfer from `P` to `Q` attains the fewest-switches bound exactly when the weight
hopping out of each state equals the population lost by that state. -/
theorem switched_eq_iff {P Q : ι → ℝ} {T : ι → ι → ℝ} (hT : IsTransfer P Q T) :
    switched T = ∑ i, loss P Q i ↔ ∀ i, hopsFrom T i = loss P Q i := by
  have key := Finset.sum_eq_sum_iff_of_le (s := univ)
    (fun i _ => loss_le_hopsFrom hT i)
  constructor
  · intro h i
    exact (key.1 h.symm i (mem_univ i)).symm
  · intro h
    exact (key.2 fun i _ => (h i).symm).symm
```

When one family of numbers is bounded term by term by another, their finite sums agree only if all the terms agree. This gives the condition for optimality: each state sends out its loss and no more.

## A transfer that attains the bound

```lean
/-- For nonnegative populations with equal totals, the proportional transfer is a
transfer from `P` to `Q`. -/
theorem proportionalTransfer_isTransfer {P Q : ι → ℝ} (hP : ∀ i, 0 ≤ P i)
    (hQ : ∀ i, 0 ≤ Q i) (h : ∑ i, P i = ∑ i, Q i) :
    IsTransfer P Q (proportionalTransfer P Q) := by
  have pos : ∀ (A B : ι → ℝ) (i : ι), 0 ≤ loss A B i := fun A B i => le_max_right _ _
  -- a loss times the total loss, divided by that total, is the loss, also for total zero
  have share : ∀ (A B : ι → ℝ) (i : ι),
      loss A B i * (∑ k, loss A B k) / (∑ k, loss A B k) = loss A B i := by
    intro A B i
    by_cases hD : ∑ k, loss A B k = 0
    · have h0 : loss A B i = 0 :=
        (Finset.sum_eq_zero_iff_of_nonneg (fun k _ => pos A B k)).1 hD i (mem_univ i)
      rw [h0, zero_mul, zero_div]
    · exact mul_div_cancel_right₀ _ hD
  refine ⟨fun i j => ?_, fun i => ?_, fun j => ?_⟩
  · unfold proportionalTransfer
    refine add_nonneg ?_ (div_nonneg (mul_nonneg (pos P Q i) (pos Q P j))
      (Finset.sum_nonneg fun k _ => pos P Q k))
    split_ifs
    · exact le_min (hP i) (hQ i)
    · exact le_rfl
  · simp only [proportionalTransfer, sum_add_distrib, sum_ite_eq, mem_univ, if_true]
    rw [← Finset.sum_div, ← Finset.mul_sum, ← sum_loss_comm h, share P Q i]
    linarith [loss_add_min P Q i]
  · simp only [proportionalTransfer, sum_add_distrib, sum_ite_eq', mem_univ, if_true]
    rw [← Finset.sum_div, ← Finset.sum_mul, mul_comm _ (loss Q P j), sum_loss_comm h,
      share Q P j]
    linarith [loss_add_min Q P j, min_comm (P j) (Q j)]
```

The auxiliary fact `share` is $L_iD/D=L_i$. For $D\neq0$ this is cancellation. For $D=0$ every loss is zero, because nonnegative terms with zero sum all vanish. The three parts of the final `refine` are nonnegativity, the row sums and the column sums. In the row sum the total gain appears in the numerator, and `sum_loss_comm` turns it into the total loss so that `share` applies. The column sum is treated in the same way, with the losses and gains exchanged.

```lean
/-- For nonnegative populations `P` and `Q` with equal totals, the least weight of
switching trajectories over all transfers from `P` to `Q` is `∑ i, max (P i - Q i) 0`,
and some transfer attains it. -/
theorem fewest_switches {P Q : ι → ℝ} (hP : ∀ i, 0 ≤ P i) (hQ : ∀ i, 0 ≤ Q i)
    (h : ∑ i, P i = ∑ i, Q i) :
    IsLeast {s | ∃ T, IsTransfer P Q T ∧ switched T = s} (∑ i, max (P i - Q i) 0) := by
  have hT := proportionalTransfer_isTransfer hP hQ h
  refine ⟨⟨proportionalTransfer P Q, hT, (switched_eq_iff hT).2 fun i => ?_⟩, ?_⟩
  · -- no state both loses and gains, so the diagonal is the smaller population
    have h0 : loss P Q i * loss Q P i = 0 := by
      unfold loss
      rcases le_total (P i) (Q i) with hi | hi
      · rw [max_eq_right (by linarith : P i - Q i ≤ 0), zero_mul]
      · rw [max_eq_right (by linarith : Q i - P i ≤ 0), mul_zero]
    have hd : proportionalTransfer P Q i i = min (P i) (Q i) := by
      unfold proportionalTransfer
      rw [h0, zero_div, add_zero, if_pos rfl]
    rw [hopsFrom_eq hT i, hd]
    linarith [loss_add_min P Q i]
  · rintro s ⟨T, hT', rfl⟩
    exact sum_loss_le_switched hT'
```

In words: for nonnegative `P` and `Q` with equal totals on a finite set of states, consider all numbers `s` that occur as the switched weight of some transfer from `P` to `Q`. The least of them is $\sum_i\max(P_i-Q_i,0)$. `IsLeast` means that this number belongs to the set, so some transfer attains it, and that no member of the set is smaller.

Membership is shown with the proportional transfer. The fact `h0` is $L_iG_i=0$, from which `hd` obtains the diagonal entry $m_i$. The outgoing weight is then $P_i-m_i=L_i$, and `switched_eq_iff` converts this equality for each state into equality of the totals. The last two lines apply the lower bound to an arbitrary transfer.

The statement includes the case of a single state. Equal totals then force $P=Q$, the only transfer keeps everything in place, and the minimum is zero.

## Where optimal hops start, and the size of the minimum

```lean
/-- In a transfer that attains the fewest-switches bound, no trajectory hops out of a
state whose population does not fall. -/
theorem no_hop_of_le {P Q : ι → ℝ} {T : ι → ι → ℝ} (hT : IsTransfer P Q T)
    (hmin : switched T = ∑ i, loss P Q i) {i j : ι} (hi : P i ≤ Q i) (hij : j ≠ i) :
    T i j = 0 := by
  have h0 : hopsFrom T i = 0 := by
    rw [(switched_eq_iff hT).1 hmin i]
    exact max_eq_right (by linarith)
  exact (Finset.sum_eq_zero_iff_of_nonneg (fun k _ => hT.nonneg i k)).1 h0 j
    (Finset.mem_erase.2 ⟨hij, mem_univ j⟩)
```

The hypothesis `hmin` says that `T` is optimal. If the population of `i` does not fall, its loss is zero, and by the optimality condition so is its outgoing weight. That weight is a sum of nonnegative entries, so each entry `T i j` with `j ≠ i` vanishes. This holds for every optimal transfer, not only for the proportional one.

```lean
omit [DecidableEq ι] in
/-- If the total population is conserved, the total loss is half the sum of the absolute
population changes. -/
theorem sum_loss_eq_half_abs {P Q : ι → ℝ} (h : ∑ i, P i = ∑ i, Q i) :
    ∑ i, loss P Q i = (∑ i, |P i - Q i|) / 2 := by
  have habs : ∑ i, |P i - Q i| = ∑ i, (loss P Q i + loss Q P i) := by
    refine sum_congr rfl fun i _ => ?_
    unfold loss
    rcases le_total (P i) (Q i) with hi | hi
    · rw [abs_of_nonpos (by linarith), max_eq_right (by linarith : P i - Q i ≤ 0),
        max_eq_left (by linarith : 0 ≤ Q i - P i)]
      ring
    · rw [abs_of_nonneg (by linarith), max_eq_left (by linarith : 0 ≤ P i - Q i),
        max_eq_right (by linarith : Q i - P i ≤ 0)]
      ring
  rw [habs, sum_add_distrib, ← sum_loss_comm h]
  ring

end

end FewestSwitches
```

The fact `habs` is the identity $|P_i-Q_i|=L_i+G_i$ summed over the states, again by comparing the two populations. Since total loss and total gain are equal, the sum of the absolute changes is twice the total loss. In the four-state example it is $0.3+0.1+0.2+0.2=0.8$, half of which is the switched weight $0.4$.

```lean
#print axioms FewestSwitches.fewest_switches
#print axioms FewestSwitches.no_hop_of_le
#print axioms FewestSwitches.sum_loss_eq_half_abs
```

```
'FewestSwitches.fewest_switches' depends on axioms: [propext, Classical.choice, Quot.sound]
'FewestSwitches.no_hop_of_le' depends on axioms: [propext, Classical.choice, Quot.sound]
'FewestSwitches.sum_loss_eq_half_abs' depends on axioms: [propext, Classical.choice, Quot.sound]
```
